# For $J>0$, the charge gap of the model p shell is $U+2J$ at half filling and $U-3J$ at $N=1,2,4,5$

## Moving one electron between two atoms

To judge whether a three-orbital lattice model may be insulating at a given filling, a first estimate compares the bandwidth with the cost of moving one electron between two isolated atoms. If both start with $N$ electrons, that cost is

$$\Delta(N)=E(N+1)+E(N-1)-2E(N),$$

where $E(N)$ is the ground energy of one atom with $N$ electrons. In the atomic limit treated here, without hopping, crystal field or spin-orbit coupling, Hund's coupling raises this cost at half filling and lowers it at the other four fillings.

The energy of a term with orbital momentum $L$ and spin $S$ is taken to be

$$E=(U-3J)\frac{N(N-1)}2-2J\,S(S+1)-\frac J2L(L+1)+\frac52JN .$$

Here $U$ is the repulsion of two electrons in the same real p orbital, and $J$ is the exchange coupling between different orbitals. The condition $J>0$ means that exchange favours parallel spins.

## The statement and its Lean form

For every real $U$ and every $J>0$, `chargeGap_p_shell` states that $\Delta(3)=U+2J$ and that $\Delta(N)=U-3J$ for $N=1,2,4,5$.

- A `Microstate` is a pair of subsets of three orbitals, one occupied by spin-up and one by spin-down electrons. This builds in the Pauli principle. The orbitals carry $m=-1,0,1$.
- Spin is stored as the natural number $s=2S$, and `twiceSpinProj` is $2M_S$.
- `termCount N L s` is the number of terms with given $L$ and $s$, defined through microstate counts. A term is allowed when this number is positive.
- `groundEnergy` is the infimum of `termEnergy` over the allowed terms, and `chargeGap` is $\Delta(N)$.

The energy formula is an input; it is not derived from a Hamiltonian. A one-electron level energy $\varepsilon N$ is left out, and it would cancel in $\Delta(N)$. Since $U$ is unrestricted, $\Delta(N)$ may be negative.

## Counting the allowed terms

Let $c(m,s)$ be the number of $N$-electron microstates with $M_L=m$ and $2M_S=s$. A term $(L,s)$ contributes one state for each $M_L=-L,\dots,L$ and each $2M_S=-s,-s+2,\dots,s$. For $m,s\ge0$, $c(m,s)$ therefore counts the terms with orbital momentum at least $m$ and doubled spin at least $s$, of the same parity as $s$. Differencing in both variables isolates one kind of term:

$$n(L,s)=c(L,s)-c(L+1,s)-c(L,s+2)+c(L+1,s+2).$$

For $N=0$ the only microstate gives $^1S$. For $N=1$, $c(1,1)=c(0,1)=1$ gives $^2P$.

For $N=2$, two spin-up electrons give $c(1,2)=c(0,2)=1$, and opposite spins give $c(2,0)=1$, $c(1,0)=2$, $c(0,0)=3$. Hence $n(1,2)=1$, $n(0,2)=0$, $n(2,0)=1$, $n(1,0)=2-1-1=0$ and $n(0,0)=3-2-1+1=1$. The terms are $^3P$, $^1D$ and $^1S$.

For $N=3$, $c(0,3)=1$, and two up with one down give $c(2,1)=1$, $c(1,1)=2$, $c(0,1)=3$. Hence $n(0,3)=n(2,1)=n(1,1)=1$ and $n(0,1)=3-2-1=0$. The terms are $^4S$, $^2D$ and $^2P$.

Exchanging occupied and empty spin orbitals reverses $M_L$ and $M_S$, so $p^{6-N}$ has the same terms as $p^N$.

## The kink at half filling

Put $C=4S(S+1)+L(L+1)=s(s+2)+L(L+1)$. Then

$$E=(U-3J)\frac{N(N-1)}2+\frac52JN-\frac J2C,$$

so for $J>0$ the lowest term at fixed $N$ has the largest $C$. For $p^2$ and $p^4$ the values are $10$ for $^3P$, $6$ for $^1D$ and $0$ for $^1S$. For $p^3$ they are $15$ for $^4S$, $9$ for $^2D$ and $5$ for $^2P$. The other shells have one term each.

| $N$ | lowest term | $C$ | $E(N)$ |
|---|---|---|---|
| 0 | $^1S$ | 0 | $0$ |
| 1 | $^2P$ | 5 | $0$ |
| 2 | $^3P$ | 10 | $U-3J$ |
| 3 | $^4S$ | 15 | $3U-9J$ |
| 4 | $^3P$ | 10 | $6U-13J$ |
| 5 | $^2P$ | 5 | $10U-20J$ |
| 6 | $^1S$ | 0 | $15U-30J$ |

The second difference of $N(N-1)/2$ is $1$, and that of the linear term is $0$. The largest $C$ rises in steps of $5$ up to $N=3$ and then falls in steps of $5$. Its second difference is $-10$ at $N=3$ and $0$ at $N=1,2,4,5$. Therefore

$$\Delta(3)=U-3J-\frac J2(-10)=U+2J,\qquad \Delta(N)=U-3J\quad(N=1,2,4,5).$$

The same values of $C$ give the excitation energies at fixed $N$, worked out here by hand and not stated in the file. In $p^2$ and $p^4$, $^1D$ and $^1S$ lie $2J$ and $5J$ above $^3P$; in $p^3$, $^2D$ and $^2P$ lie $3J$ and $5J$ above $^4S$.

## The complete Lean file

```lean
import Mathlib

namespace PShellMultiplets

/-- A microstate of the p shell: the set of orbitals occupied by spin-up electrons and
the set occupied by spin-down electrons. -/
abbrev Microstate := Finset (Fin 3) × Finset (Fin 3)

/-- The total orbital projection `M_L`; the three orbitals carry `m = -1, 0, 1`. -/
def orbitalProj (c : Microstate) : ℤ :=
  ∑ i ∈ c.1, ((i.val : ℤ) - 1) + ∑ i ∈ c.2, ((i.val : ℤ) - 1)

/-- Twice the total spin projection, `2 M_S`. -/
def twiceSpinProj (c : Microstate) : ℤ := (c.1.card : ℤ) - (c.2.card : ℤ)

/-- The number of `N`-electron microstates with `M_L = m` and `2 M_S = s`. -/
def microCount (N : ℕ) (m s : ℤ) : ℕ :=
  (Finset.univ.filter (fun c : Microstate =>
    c.1.card + c.2.card = N ∧ orbitalProj c = m ∧ twiceSpinProj c = s)).card

/-- The number of LS terms of `p^N` with orbital momentum `L` and spin `S = s/2`, as the
second difference of the microstate counts in `M_L` and `M_S`. -/
def termCount (N L s : ℕ) : ℤ :=
  (microCount N (L : ℤ) (s : ℤ) : ℤ) - (microCount N ((L : ℤ) + 1) (s : ℤ) : ℤ)
    - (microCount N (L : ℤ) ((s : ℤ) + 2) : ℤ)
    + (microCount N ((L : ℤ) + 1) ((s : ℤ) + 2) : ℤ)

/-- The table of pairs `(L, 2S)` for `p^N` with `N ≤ 6`; it is empty for larger `N`. -/
def termTable : ℕ → Finset (ℕ × ℕ)
  | 0 => {(0, 0)}
  | 1 => {(1, 1)}
  | 2 => {(1, 2), (2, 0), (0, 0)}
  | 3 => {(0, 3), (2, 1), (1, 1)}
  | 4 => {(1, 2), (2, 0), (0, 0)}
  | 5 => {(1, 1)}
  | 6 => {(0, 0)}
  | _ => ∅

/-- The pair `(L, 2S)` selected by Hund's rules for `p^N`, meant for `N ≤ 6`. -/
def hundTerm : ℕ → ℕ × ℕ
  | 0 => (0, 0)
  | 1 => (1, 1)
  | 2 => (1, 2)
  | 3 => (0, 3)
  | 4 => (1, 2)
  | 5 => (1, 1)
  | _ => (0, 0)

/-- The combination `4 S(S+1) + L(L+1)` for a pair `(L, 2S)`. -/
def casimir (p : ℕ × ℕ) : ℕ := p.2 * (p.2 + 2) + p.1 * (p.1 + 1)

/-- The energy of a term with `N` electrons, orbital momentum `L` and spin `S = s/2`. -/
noncomputable def termEnergy (U J : ℝ) (N L s : ℕ) : ℝ :=
  (U - 3 * J) * ((N : ℝ) * ((N : ℝ) - 1) / 2)
    - 2 * J * ((s : ℝ) / 2 * ((s : ℝ) / 2 + 1))
    - J / 2 * ((L : ℝ) * ((L : ℝ) + 1)) + 5 / 2 * J * (N : ℝ)

/-- The set of energies of the allowed LS terms of `p^N`. -/
def termEnergies (U J : ℝ) (N : ℕ) : Set ℝ :=
  {E | ∃ L s : ℕ, 0 < termCount N L s ∧ E = termEnergy U J N L s}

/-- The ground energy of `p^N`, for `N ≤ 6`: the infimum over its allowed LS terms. -/
noncomputable def groundEnergy (U J : ℝ) (N : ℕ) : ℝ := sInf (termEnergies U J N)

/-- The charge gap `E(N+1) + E(N-1) - 2 E(N)`, for `1 ≤ N ≤ 5`. -/
noncomputable def chargeGap (U J : ℝ) (N : ℕ) : ℝ :=
  groundEnergy U J (N + 1) + groundEnergy U J (N - 1) - 2 * groundEnergy U J N

/-- No microstate of the p shell has `M_L` above 2 or `M_S` above 3/2. -/
theorem proj_le : ∀ c : Microstate, orbitalProj c ≤ 2 ∧ twiceSpinProj c ≤ 3 := by
  decide +kernel

/-- There are no microstates with `M_L > 2` or `2 M_S > 3`. -/
theorem microCount_eq_zero {N : ℕ} {m s : ℤ} (h : 2 < m ∨ 3 < s) :
    microCount N m s = 0 := by
  unfold microCount
  rw [Finset.card_eq_zero, Finset.filter_eq_empty_iff]
  rintro c - ⟨_, h1, h2⟩
  have hc := proj_le c
  omega

/-- The LS terms of `p^N` allowed by the Pauli principle are exactly those in the table. -/
theorem term_allowed_iff {N L s : ℕ} (hN : N ≤ 6) :
    0 < termCount N L s ↔ (L, s) ∈ termTable N := by
  -- the finite part of the table, by counting microstates
  have key : ∀ N ∈ Finset.range 7, ∀ L ∈ Finset.range 3, ∀ s ∈ Finset.range 4,
      (0 < termCount N L s ↔ (L, s) ∈ termTable N) := by decide +kernel
  have bound : ∀ N ∈ Finset.range 7, ∀ p ∈ termTable N, p.1 < 3 ∧ p.2 < 4 := by
    decide +kernel
  have hN' : N ∈ Finset.range 7 := Finset.mem_range.2 (by omega)
  constructor
  · intro h
    -- outside the finite range all four microstate counts vanish
    have hr : L < 3 ∧ s < 4 := by
      by_contra hc
      have h' : 2 < (L : ℤ) ∨ 3 < (s : ℤ) := by omega
      have h1 : microCount N (L : ℤ) (s : ℤ) = 0 := microCount_eq_zero h'
      have h2 : microCount N ((L : ℤ) + 1) (s : ℤ) = 0 := microCount_eq_zero (by omega)
      have h3 : microCount N (L : ℤ) ((s : ℤ) + 2) = 0 := microCount_eq_zero (by omega)
      have h4 : microCount N ((L : ℤ) + 1) ((s : ℤ) + 2) = 0 :=
        microCount_eq_zero (by omega)
      unfold termCount at h
      omega
    exact (key N hN' L (Finset.mem_range.2 hr.1) s (Finset.mem_range.2 hr.2)).1 h
  · intro h
    have hr := bound N hN' (L, s) h
    exact (key N hN' L (Finset.mem_range.2 hr.1) s (Finset.mem_range.2 hr.2)).2 h

/-- The term energy is a part depending only on `N` minus `J/2` times
`4 S(S+1) + L(L+1)`. -/
theorem termEnergy_eq (U J : ℝ) (N : ℕ) (p : ℕ × ℕ) :
    termEnergy U J N p.1 p.2 = (U - 3 * J) * ((N : ℝ) * ((N : ℝ) - 1) / 2)
      + 5 / 2 * J * (N : ℝ) - J / 2 * (casimir p : ℝ) := by
  unfold termEnergy casimir
  push_cast
  ring

/-- For `J > 0` the Hund term lies strictly below every other allowed term of `p^N`. -/
theorem hund_lt (U : ℝ) {J : ℝ} (hJ : 0 < J) {N L s : ℕ} (hN : N ≤ 6)
    (h : 0 < termCount N L s) (hne : (L, s) ≠ hundTerm N) :
    termEnergy U J N (hundTerm N).1 (hundTerm N).2 < termEnergy U J N L s := by
  have key : ∀ N ∈ Finset.range 7, ∀ p ∈ termTable N, p ≠ hundTerm N →
      casimir p < casimir (hundTerm N) := by decide +kernel
  have hw := key N (Finset.mem_range.2 (by omega)) (L, s) ((term_allowed_iff hN).1 h) hne
  have hw' : (casimir (L, s) : ℝ) < (casimir (hundTerm N) : ℝ) := by exact_mod_cast hw
  have e1 := termEnergy_eq U J N (L, s)
  have e2 := termEnergy_eq U J N (hundTerm N)
  dsimp only at e1
  linarith [mul_lt_mul_of_pos_left hw' hJ]

/-- For `J > 0` the energy of the Hund term is the minimum over the allowed terms. -/
theorem hund_isLeast (U : ℝ) {J : ℝ} (hJ : 0 < J) {N : ℕ} (hN : N ≤ 6) :
    IsLeast (termEnergies U J N) (termEnergy U J N (hundTerm N).1 (hundTerm N).2) := by
  have key : ∀ N ∈ Finset.range 7, hundTerm N ∈ termTable N := by decide +kernel
  constructor
  · exact ⟨_, _, (term_allowed_iff hN).2 (key N (Finset.mem_range.2 (by omega))), rfl⟩
  · rintro E ⟨L, s, h, rfl⟩
    by_cases hne : (L, s) = hundTerm N
    · simp [← hne]
    · exact (hund_lt U hJ hN h hne).le

/-- The ground energies of `p^0` to `p^6` for `J > 0`. -/
theorem groundEnergy_values (U : ℝ) {J : ℝ} (hJ : 0 < J) :
    groundEnergy U J 0 = 0 ∧ groundEnergy U J 1 = 0 ∧
    groundEnergy U J 2 = U - 3 * J ∧ groundEnergy U J 3 = 3 * U - 9 * J ∧
    groundEnergy U J 4 = 6 * U - 13 * J ∧ groundEnergy U J 5 = 10 * U - 20 * J ∧
    groundEnergy U J 6 = 15 * U - 30 * J := by
  have g : ∀ N : ℕ, N ≤ 6 →
      groundEnergy U J N = termEnergy U J N (hundTerm N).1 (hundTerm N).2 :=
    fun N hN => (hund_isLeast U hJ hN).csInf_eq
  refine ⟨(g 0 (by norm_num)).trans ?_, (g 1 (by norm_num)).trans ?_,
    (g 2 (by norm_num)).trans ?_, (g 3 (by norm_num)).trans ?_,
    (g 4 (by norm_num)).trans ?_, (g 5 (by norm_num)).trans ?_,
    (g 6 (by norm_num)).trans ?_⟩ <;>
  simp only [termEnergy, hundTerm] <;> push_cast <;> ring

/-- For `J > 0` the charge gap of the p shell is `U + 2J` at `N = 3` and `U - 3J` at
`N = 1, 2, 4, 5`. -/
theorem chargeGap_p_shell (U : ℝ) {J : ℝ} (hJ : 0 < J) :
    chargeGap U J 3 = U + 2 * J ∧
    ∀ N ∈ ({1, 2, 4, 5} : Finset ℕ), chargeGap U J N = U - 3 * J := by
  obtain ⟨h0, h1, h2, h3, h4, h5, h6⟩ := groundEnergy_values U hJ
  constructor
  · simp only [chargeGap, Nat.reduceAdd, Nat.reduceSub, h2, h3, h4]
    ring
  · intro N hN
    simp only [Finset.mem_insert, Finset.mem_singleton] at hN
    rcases hN with rfl | rfl | rfl | rfl <;>
    simp only [chargeGap, Nat.reduceAdd, Nat.reduceSub, h0, h1, h2, h3, h4, h5, h6] <;>
    ring

end PShellMultiplets
```

```lean
#print axioms PShellMultiplets.chargeGap_p_shell
-- 'PShellMultiplets.chargeGap_p_shell' depends on axioms: [propext, Classical.choice, Quot.sound]
```

## From microstate counts to the gap

**Terms.** `proj_le` checks all microstates and finds $M_L\le2$ and $2M_S\le3$. By `microCount_eq_zero`, counts beyond these bounds vanish. `term_allowed_iff` uses this to exclude every pair with $L>2$ or $s>3$. The remaining pairs are compared with `termTable` by `decide +kernel`, which evaluates the microstate counts.

**Minimum.** `termEnergy_eq` separates off $C$, called `casimir` in the file. In `hund_lt`, a finite check shows that the term in `hundTerm` has strictly the largest $C$; multiplying by $J>0$ turns this into a strict energy inequality. This confirms Hund's first rule for this energy formula. The second rule has nothing to decide in a p shell, because the largest $S$ occurs with a single $L$, and the total angular momentum of the third rule is not treated. `hund_isLeast` adds that the selected term is allowed, so the infimum is an attained minimum.

**Gap.** `groundEnergy_values` replaces each infimum by the energy of its Hund term and computes the seven entries of the table. `chargeGap_p_shell` inserts them into $\Delta(N)$, treats the four fillings away from $N=3$ as separate cases, and finishes each with `ring`.
